# Each diagonal entry of a real symmetric matrix has an eigenvalue within the Euclidean norm of its row's off-diagonal part

Read `A` as a real symmetric one-particle Hamiltonian in a finite orthonormal basis, so that `A i i` is the mean energy of basis orbital `i` and the other entries of row `i` are its couplings to the remaining orbitals. The theorem `diagonal_entry_bound` says that some eigenvalue `lam` of `A` satisfies `(lam - A i i) ^ 2 ≤ ∑ j ∈ Finset.univ.erase i, A i j ^ 2`, that is, some orbital energy lies no further from the mean energy than the root of the summed squared couplings. The attempt applies `residual_bound` to the basis orbital, with `A i i` as trial energy. The residual is then row `i` with its diagonal entry replaced by zero, and what remains is to compute its squared length by splitting off the term at `i`.

The failing Lean file:

```lean
import Mathlib

open Matrix

namespace DiagonalEntryBound

noncomputable section

variable {n : Type*} [Fintype n] [DecidableEq n]

/-- The number `lam` is an orbital energy of the matrix `A` if `A v = lam v` for some
nonzero orbital `v`. -/
def IsOrbitalEnergy (A : Matrix n n ℝ) (lam : ℝ) : Prop :=
  ∃ v : n → ℝ, v ≠ 0 ∧ A *ᵥ v = lam • v

/-- A real symmetric matrix has normalised eigenvectors `v j` with energies `e j` such that
the squared overlaps of any vector with them add up to its squared length. -/
theorem exists_orbital_basis {A : Matrix n n ℝ} (hA : A.IsSymm) :
    ∃ (e : n → ℝ) (v : n → n → ℝ), (∀ j, v j ⬝ᵥ v j = 1) ∧
      (∀ j, A *ᵥ v j = e j • v j) ∧ ∀ x : n → ℝ, ∑ j, (x ⬝ᵥ v j) ^ 2 = x ⬝ᵥ x := by
  have hH : A.IsHermitian := by
    rw [Matrix.IsHermitian, Matrix.conjTranspose_eq_transpose_of_trivial]
    exact hA
  have key : ∀ y z : EuclideanSpace ℝ n, inner ℝ y z = y.ofLp ⬝ᵥ z.ofLp := by
    intro y z
    simp [PiLp.inner_apply, dotProduct, mul_comm]
  refine ⟨hH.eigenvalues, fun j => (hH.eigenvectorBasis j).ofLp, ?_, ?_, ?_⟩
  · intro j
    rw [← key, real_inner_self_eq_norm_sq, hH.eigenvectorBasis.orthonormal.1 j, one_pow]
  · intro j
    exact hH.mulVec_eigenvectorBasis j
  · intro x
    have h := hH.eigenvectorBasis.sum_inner_mul_inner (WithLp.toLp 2 x) (WithLp.toLp 2 x)
    simp only [key] at h
    rw [← h]
    refine Finset.sum_congr rfl fun j _ => ?_
    rw [dotProduct_comm (hH.eigenvectorBasis j).ofLp x, sq]

/-- Residual bound: for a real symmetric `A`, a nonzero trial orbital `x` and a trial energy
`μ`, some orbital energy lies within `‖A x - μ x‖ / ‖x‖` of `μ`. -/
theorem residual_bound {A : Matrix n n ℝ} (hA : A.IsSymm) {x : n → ℝ} (hx : x ≠ 0) (μ : ℝ) :
    ∃ lam, IsOrbitalEnergy A lam ∧
      (lam - μ) ^ 2 * (x ⬝ᵥ x) ≤ (A *ᵥ x - μ • x) ⬝ᵥ (A *ᵥ x - μ • x) := by
  obtain ⟨e, v, hv, hev, hpars⟩ := exists_orbital_basis hA
  obtain ⟨i, _⟩ := Function.ne_iff.mp hx
  have : Nonempty n := ⟨i⟩
  -- the orbital energy nearest to the trial energy
  obtain ⟨k, hk⟩ := Finite.exists_min (fun j => (e j - μ) ^ 2)
  refine ⟨e k, ⟨v k, ?_, hev k⟩, ?_⟩
  · intro h0
    have h1 := hv k
    rw [h0, zero_dotProduct] at h1
    exact zero_ne_one h1
  · -- components of the residual along the eigenvectors
    have hr : ∀ j, (A *ᵥ x - μ • x) ⬝ᵥ v j = (e j - μ) * (x ⬝ᵥ v j) := by
      intro j
      have hs : (A *ᵥ x) ⬝ᵥ v j = x ⬝ᵥ (A *ᵥ v j) := by
        rw [Matrix.dotProduct_mulVec, ← Matrix.mulVec_transpose, hA.eq]
      rw [sub_dotProduct, hs, hev j, dotProduct_smul, smul_dotProduct, smul_eq_mul,
        smul_eq_mul]
      ring
    rw [← hpars (A *ᵥ x - μ • x), ← hpars x, Finset.mul_sum]
    refine Finset.sum_le_sum fun j _ => ?_
    rw [hr j, mul_pow]
    exact mul_le_mul_of_nonneg_right (hk j) (sq_nonneg _)

/-- For a real symmetric matrix, some orbital energy differs from the diagonal entry `A i i`
by at most the Euclidean norm of the off-diagonal part of row `i`. -/
theorem diagonal_entry_bound {A : Matrix n n ℝ} (hA : A.IsSymm) (i : n) :
    ∃ lam, IsOrbitalEnergy A lam ∧
      (lam - A i i) ^ 2 ≤ ∑ j ∈ Finset.univ.erase i, A i j ^ 2 := by
  have hx : (Pi.single i 1 : n → ℝ) ≠ 0 := by
    intro h
    have h1 := congrFun h i
    simp at h1
  obtain ⟨lam, hlam, hb⟩ := residual_bound hA hx (A i i)
  refine ⟨lam, hlam, ?_⟩
  -- the residual of a basis orbital is the off-diagonal part of its row
  have hres : A *ᵥ (Pi.single i 1 : n → ℝ) - A i i • (Pi.single i 1 : n → ℝ)
      = fun k => if k = i then 0 else A i k := by
    funext k
    have h1 : (A *ᵥ (Pi.single i 1 : n → ℝ)) k = A k i := by simp
    rw [Pi.sub_apply, h1, Pi.smul_apply]
    by_cases hk : k = i
    · subst hk
      simp
    · simp [hk, hA.apply i k]
  have hone : (Pi.single i 1 : n → ℝ) ⬝ᵥ Pi.single i 1 = 1 := by simp
  rw [hres, hone, mul_one] at hb
  refine hb.trans (le_of_eq ?_)
  unfold dotProduct
  rw [← Finset.add_sum_erase Finset.univ _ (Finset.mem_univ i), if_pos rfl, mul_zero, zero_add]
  refine Finset.sum_congr rfl fun j hj => ?_
  rw [if_neg (Finset.ne_of_mem_erase hj), sq]

end

end DiagonalEntryBound
```

Messages:

```
Main.lean:92:64: error: Tactic `rewrite` failed: Did not find an occurrence of the pattern
  if ?m.277 = ?m.277 then ?m.279 else ?m.280
in the target expression
  (fun k => if k = i then 0 else A i k) i * (fun k => if k = i then 0 else A i k) i +
      ∑ x ∈ Finset.univ.erase i, (fun k => if k = i then 0 else A i k) x * (fun k => if k = i then 0 else A i k) x =
    ∑ j ∈ Finset.univ.erase i, A i j ^ 2

n : Type u_1
inst✝¹ : Fintype n
inst✝ : DecidableEq n
A : Matrix n n ℝ
hA : A.IsSymm
i : n
hx : Pi.single i 1 ≠ 0
lam : ℝ
hlam : IsOrbitalEnergy A lam
hb : (lam - A i i) ^ 2 ≤ (fun k => if k = i then 0 else A i k) ⬝ᵥ fun k => if k = i then 0 else A i k
hres : A *ᵥ Pi.single i 1 - A i i • Pi.single i 1 = fun k => if k = i then 0 else A i k
hone : Pi.single i 1 ⬝ᵥ Pi.single i 1 = 1
⊢ (fun k => if k = i then 0 else A i k) i * (fun k => if k = i then 0 else A i k) i +
      ∑ x ∈ Finset.univ.erase i, (fun k => if k = i then 0 else A i k) x * (fun k => if k = i then 0 else A i k) x =
    ∑ j ∈ Finset.univ.erase i, A i j ^ 2

Note: The target expression is not type-correct under the `implicit` transparency level, which may have triggered the failure. This is usually caused by unfolding of semireducible definitions in prior tactic steps. Use `set_option linter.tacticCheckInstances true` to investigate the source of the issue.
Full error:
  function expected
    A i
```

Diagnosis. The split by `Finset.add_sum_erase` succeeds, but it leaves the term at `i` as a product of unevaluated applications, `(fun k => if k = i then 0 else A i k) i`. The next rewrite, `if_pos rfl`, looks for an `if` whose condition equates a term with itself. The goal as written has only `k = i` under a binder; `i = i` would appear only once the function was applied, and `rw` does not do that before searching.

The repair ends the `rw` after the split and calls `simp only`, which evaluates the applications. Then `↓reduceIte` reduces the `if` with condition `i = i` to `0`, and `mul_zero` and `zero_add` remove the term.

Lean's note on type-correctness offers only a possible cause; the unevaluated application already accounts for the failure.

No message concerns the last changed line, which Lean had not reached. It uses the same two facts as before, with `simp only` in place of `rw`, and nothing shown here proves that change necessary.

The change, after which it compiles:

```diff
@@ -90,7 +90,8 @@
   refine hb.trans (le_of_eq ?_)
   unfold dotProduct
-  rw [← Finset.add_sum_erase Finset.univ _ (Finset.mem_univ i), if_pos rfl, mul_zero, zero_add]
+  rw [← Finset.add_sum_erase Finset.univ _ (Finset.mem_univ i)]
+  simp only [↓reduceIte, mul_zero, zero_add]
   refine Finset.sum_congr rfl fun j hj => ?_
-  rw [if_neg (Finset.ne_of_mem_erase hj), sq]
+  simp only [if_neg (Finset.ne_of_mem_erase hj), sq]
 
 end
```
